# Error reduction started in the support never increases the distance to the measured moduli

Error reduction looks for a wave that vanishes outside a known support and whose diffracted amplitudes have measured moduli. Each step replaces the calculated moduli by the measured ones, keeps the calculated phases, and then sets the wave to zero outside the support. Where a diffracted amplitude vanishes, it has no phase to keep, so a wave can have several nearest waves with the measured moduli. The code therefore takes the phase factors to be used at such zeros as an input `c`, which may change from step to step, and the results hold for every choice of factors of modulus 1.

In Lean 4 with Mathlib:

```lean
import Mathlib

open Filter Topology

namespace PhaseRetrieval

noncomputable section

variable {n : Type*} [Fintype n]
```

The finite type `n` labels the pixels, in the object and on the detector alike.

```lean
/-- Complex amplitudes on a finite set of pixels, with the Euclidean norm. -/
abbrev Wave (n : Type*) := EuclideanSpace ℂ n
```

A wave is a vector in $\mathbb C^n$ with norm $\|x\|^2=\sum_k|x_k|^2$.

```lean
/-- The waves whose image under the unitary map `U` has the measured moduli `a`. -/
def modulusSet (U : Wave n ≃ₗᵢ[ℂ] Wave n) (a : n → ℝ) : Set (Wave n) :=
  {x | ∀ k, ‖U x k‖ = a k}
```

This is $M=\{x:|(Ux)_k|=a_k\text{ for all }k\}$. The type `Wave n ≃ₗᵢ[ℂ] Wave n` says that $U$ is linear, invertible and norm-preserving, hence unitary. A discrete Fourier transform qualifies once it is normalised by $1/\sqrt N$, with $N$ the number of pixels.

```lean
/-- The waves that vanish outside the support `T`. -/
def supportSet (T : Finset n) : Set (Wave n) :=
  {x | ∀ k, k ∉ T → x k = 0}
```

This is the coordinate subspace $S$ of waves that vanish outside the pixel set $T$.

```lean
/-- Replace the modulus of the amplitude `z` by `r` and keep its phase;
if `z = 0`, the phase `c` is used. -/
def withModulus (r : ℝ) (c z : ℂ) : ℂ :=
  if z = 0 then r * c else r * (z / ‖z‖)
```

For one amplitude, $z\mapsto r\,z/|z|$, or $rc$ if $z=0$.

```lean
/-- Transform by `U`, replace the moduli by `a` (with phases `c` at zeros), and
transform back. -/
def modulusProj (U : Wave n ≃ₗᵢ[ℂ] Wave n) (a : n → ℝ) (c : n → ℂ) (x : Wave n) : Wave n :=
  U.symm (WithLp.toLp 2 fun k => withModulus (a k) (c k) (U x k))
```

Call this map $P_M$: apply $U$, correct each modulus, apply $U^{-1}$. `WithLp.toLp 2` turns a list of amplitudes into a Euclidean vector.

```lean
/-- Set the wave to zero outside the support `T`. -/
def supportProj [DecidableEq n] (T : Finset n) (x : Wave n) : Wave n :=
  WithLp.toLp 2 fun k => if k ∈ T then x k else 0
```

This is $P_S$, which deletes everything outside $T$.

```lean
/-- The error-reduction iteration: modulus replacement followed by truncation to the
support, with phases `c m` used at zeros in step `m`. -/
def errorReduction [DecidableEq n] (U : Wave n ≃ₗᵢ[ℂ] Wave n) (a : n → ℝ) (T : Finset n)
    (c : ℕ → n → ℂ) (x₀ : Wave n) : ℕ → Wave n
  | 0 => x₀
  | m + 1 => supportProj T (modulusProj U a (c m) (errorReduction U a T c x₀ m))
```

The iteration is $x_{m+1}=P_SP_Mx_m$, with phases `c m` at step $m$.

```lean
/-- The replaced amplitude has modulus `r`, and its squared distance from `z` is the squared
difference of the moduli. -/
theorem withModulus_spec {r : ℝ} (hr : 0 ≤ r) {c : ℂ} (hc : ‖c‖ = 1) (z : ℂ) :
    ‖withModulus r c z‖ = r ∧ ‖z - withModulus r c z‖ ^ 2 = (‖z‖ - r) ^ 2 := by
  unfold withModulus
  split_ifs with h
  · constructor
    · rw [norm_mul, hc, Complex.norm_real, mul_one, Real.norm_of_nonneg hr]
    · rw [h, zero_sub, norm_neg, norm_mul, hc, Complex.norm_real, norm_zero, mul_one,
        Real.norm_eq_abs, sq_abs]
      ring
  · have h0 : ‖z‖ ≠ 0 := norm_ne_zero_iff.mpr h
    have h1 : (‖z‖ : ℂ) ≠ 0 := Complex.ofReal_ne_zero.mpr h0
    have hu : ‖z / (‖z‖ : ℂ)‖ = 1 := by
      rw [norm_div, Complex.norm_real, norm_norm, div_self h0]
    constructor
    · rw [norm_mul, hu, Complex.norm_real, mul_one, Real.norm_of_nonneg hr]
    · -- the displacement is radial
      have hz : z = (‖z‖ : ℂ) * (z / (‖z‖ : ℂ)) := by field_simp
      have key : z - (r : ℂ) * (z / (‖z‖ : ℂ))
          = ((‖z‖ - r : ℝ) : ℂ) * (z / (‖z‖ : ℂ)) := by
        push_cast
        linear_combination hz
      rw [key, norm_mul, hu, Complex.norm_real, mul_one, Real.norm_eq_abs, sq_abs]
```

For $r\ge0$ and $|c|=1$, the new amplitude $w$ satisfies $|w|=r$ and $|z-w|^2=(|z|-r)^2$. By hand: if $z=0$, then $w=rc$ and both sides of the second equation are $r^2$. Otherwise put $u=z/|z|$, so that $z-ru=(|z|-r)u$ with $|u|=1$. `split_ifs` separates the two cases, and `key` is this last identity.

```lean
/-- A unitary map preserves the squared distance of two waves, summed over the pixels. -/
theorem norm_sub_sq_detector (U : Wave n ≃ₗᵢ[ℂ] Wave n) (x y : Wave n) :
    ‖x - y‖ ^ 2 = ∑ k, ‖U x k - U y k‖ ^ 2 := by
  rw [← U.norm_map (x - y), map_sub, EuclideanSpace.norm_sq_eq]
  simp only [PiLp.sub_apply]
```

Since $U$ is linear and preserves norms,
$$\|x-y\|^2=\|U(x-y)\|^2=\sum_k|(Ux)_k-(Uy)_k|^2.$$

```lean
/-- Replacing the moduli gives a wave with the measured moduli, and no other such wave is
closer to the original one. -/
theorem modulusProj_nearest (U : Wave n ≃ₗᵢ[ℂ] Wave n) {a : n → ℝ} (ha : ∀ k, 0 ≤ a k)
    {c : n → ℂ} (hc : ∀ k, ‖c k‖ = 1) (x : Wave n) :
    modulusProj U a c x ∈ modulusSet U a ∧
      ∀ y ∈ modulusSet U a, ‖x - modulusProj U a c x‖ ≤ ‖x - y‖ := by
  have happ : ∀ k, U (modulusProj U a c x) k = withModulus (a k) (c k) (U x k) := by
    intro k
    simp [modulusProj]
  refine ⟨fun k => ?_, fun y hy => ?_⟩
  · rw [happ k]
    exact (withModulus_spec (ha k) (hc k) _).1
  · apply (sq_le_sq₀ (norm_nonneg _) (norm_nonneg _)).1
    rw [norm_sub_sq_detector U, norm_sub_sq_detector U]
    refine Finset.sum_le_sum fun k _ => ?_
    have hk : ‖U y k‖ = a k := hy k
    -- reverse triangle inequality in each pixel
    rw [happ k, (withModulus_spec (ha k) (hc k) _).2, ← hk, ← sq_abs (‖U x k‖ - ‖U y k‖)]
    exact pow_le_pow_left₀ (abs_nonneg _) (abs_norm_sub_norm_le _ _) 2
```

The theorem says that $P_Mx\in M$ and that $\|x-P_Mx\|\le\|x-y\|$ for every $y\in M$. Membership is the first half of the one-amplitude result. For the inequality, use $|(Uy)_k|=a_k$ and the reverse triangle inequality in each pixel:
$$\|x-P_Mx\|^2=\sum_k(|(Ux)_k|-a_k)^2\le\sum_k|(Ux)_k-(Uy)_k|^2=\|x-y\|^2.$$
`Finset.sum_le_sum` reduces the sum to single pixels, and `sq_le_sq₀` removes the squares.

```lean
/-- The distance from a wave to the modulus set is the length of the modulus-replacement
step. -/
theorem infDist_eq_norm (U : Wave n ≃ₗᵢ[ℂ] Wave n) {a : n → ℝ} (ha : ∀ k, 0 ≤ a k)
    {c : n → ℂ} (hc : ∀ k, ‖c k‖ = 1) (x : Wave n) :
    Metric.infDist x (modulusSet U a) = ‖x - modulusProj U a c x‖ := by
  obtain ⟨hmem, hmin⟩ := modulusProj_nearest U ha hc x
  apply le_antisymm
  · rw [← dist_eq_norm]
    exact Metric.infDist_le_dist_of_mem hmem
  · refine (Metric.le_infDist ⟨_, hmem⟩).2 fun y hy => ?_
    rw [dist_eq_norm]
    exact hmin y hy
```

`Metric.infDist` is the infimum $d(x,M)=\inf_{y\in M}\|x-y\|$. The set $M$ contains $P_Mx$, so it is nonempty, and the infimum is attained there. The proof gives one inequality from membership and the other from minimality.

```lean
/-- The squared distance to the modulus set is the sum over pixels of the squared misfit
between calculated and measured moduli. -/
theorem infDist_sq_eq_misfit (U : Wave n ≃ₗᵢ[ℂ] Wave n) {a : n → ℝ} (ha : ∀ k, 0 ≤ a k)
    (x : Wave n) :
    Metric.infDist x (modulusSet U a) ^ 2 = ∑ k, (‖U x k‖ - a k) ^ 2 := by
  have hc : ∀ k : n, ‖(fun _ => 1 : n → ℂ) k‖ = 1 := fun _ => norm_one
  rw [infDist_eq_norm U ha hc x, norm_sub_sq_detector U]
  refine Finset.sum_congr rfl fun k _ => ?_
  have happ : U (modulusProj U a (fun _ => 1) x) k = withModulus (a k) 1 (U x k) := by
    simp [modulusProj]
  rw [happ, (withModulus_spec (ha k) norm_one _).2]
```

Hence $d(x,M)^2=\sum_k(|(Ux)_k|-a_k)^2$, the misfit of the moduli. The proof sets all free phases to 1, since the answer does not depend on them.

```lean
variable [DecidableEq n]

/-- Truncation lands in the support space and obeys Pythagoras' identity with respect to
every wave `x` of that space. -/
theorem supportProj_orthogonal (T : Finset n) (y : Wave n) :
    supportProj T y ∈ supportSet T ∧ ∀ x ∈ supportSet T,
      ‖x - y‖ ^ 2 = ‖x - supportProj T y‖ ^ 2 + ‖supportProj T y - y‖ ^ 2 := by
  refine ⟨fun k hk => by simp [supportProj, hk], fun x hx => ?_⟩
  rw [EuclideanSpace.norm_sq_eq, EuclideanSpace.norm_sq_eq, EuclideanSpace.norm_sq_eq,
    ← Finset.sum_add_distrib]
  refine Finset.sum_congr rfl fun k _ => ?_
  by_cases hk : k ∈ T
  · simp [supportProj, hk]
  · have hxk : x k = 0 := hx k hk
    simp [supportProj, hk, hxk]
```

For $x\in S$ and any $y$,
$$\|x-y\|^2=\|x-P_Sy\|^2+\|P_Sy-y\|^2.$$
A pixel in $T$ contributes $|x_k-y_k|^2+0$ on the right; a pixel outside contributes $0+|y_k|^2$, which matches the left because $x_k=0$. `by_cases` makes this split.

```lean
/-- In one cycle started in the support space, the squared distance to the modulus set drops
by at least the squared length of the step. -/
theorem cycle_descent (U : Wave n ≃ₗᵢ[ℂ] Wave n) {a : n → ℝ} (ha : ∀ k, 0 ≤ a k)
    (T : Finset n) {c : n → ℂ} (hc : ∀ k, ‖c k‖ = 1) {x : Wave n} (hx : x ∈ supportSet T) :
    Metric.infDist (supportProj T (modulusProj U a c x)) (modulusSet U a) ^ 2
      + ‖x - supportProj T (modulusProj U a c x)‖ ^ 2
      ≤ Metric.infDist x (modulusSet U a) ^ 2 := by
  have hpyth := (supportProj_orthogonal T (modulusProj U a c x)).2 x hx
  -- the previous point of the modulus set bounds the new distance
  have hle := Metric.infDist_le_dist_of_mem (x := supportProj T (modulusProj U a c x))
    (modulusProj_nearest U ha hc x).1
  rw [dist_eq_norm] at hle
  have hsq := pow_le_pow_left₀ Metric.infDist_nonneg hle 2
  rw [infDist_eq_norm U ha hc x]
  linarith
```

Let $x\in S$, $p=P_Mx$ and $x'=P_Sp$. Since $p\in M$,
$$d(x',M)^2+\|x-x'\|^2\le\|x'-p\|^2+\|x-x'\|^2=\|x-p\|^2=d(x,M)^2.$$
These are `hsq`, `hpyth` and `infDist_eq_norm`, combined by `linarith`.

The same argument works for any nonempty closed convex set in place of $S$, with $P_S$ its nearest-point map: Pythagoras' identity becomes an inequality in the needed direction.

```lean
/-- Every iterate of error reduction started in the support space stays in that space. -/
theorem errorReduction_mem (U : Wave n ≃ₗᵢ[ℂ] Wave n) (a : n → ℝ) (T : Finset n)
    (c : ℕ → n → ℂ) {x₀ : Wave n} (hx : x₀ ∈ supportSet T) (m : ℕ) :
    errorReduction U a T c x₀ m ∈ supportSet T := by
  cases m with
  | zero => exact hx
  | succ m => exact (supportProj_orthogonal T _).1
```

The start lies in $S$ by hypothesis, and every later iterate by truncation.

```lean
/-- Error reduction never increases the distance from the support-space iterates to the set
of waves with the measured moduli. -/
theorem errorReduction_antitone (U : Wave n ≃ₗᵢ[ℂ] Wave n) {a : n → ℝ} (ha : ∀ k, 0 ≤ a k)
    (T : Finset n) {c : ℕ → n → ℂ} (hc : ∀ m k, ‖c m k‖ = 1)
    {x₀ : Wave n} (hx : x₀ ∈ supportSet T) :
    Antitone fun m => Metric.infDist (errorReduction U a T c x₀ m) (modulusSet U a) := by
  refine antitone_nat_of_succ_le fun m => ?_
  have h := cycle_descent U ha T (hc m) (errorReduction_mem U a T c hx m)
  apply (sq_le_sq₀ Metric.infDist_nonneg Metric.infDist_nonneg).1
  exact le_trans (le_add_of_nonneg_right (sq_nonneg _)) h
```

`Antitone` means that $d(x_m,M)$ never increases with $m$. Drop the squared step from the descent inequality and take roots.

The start must lie in $S$. Take two pixels, $U(s,t)=(s+t,\,s-t)/\sqrt2$, $a=(1,1)/\sqrt2$, and let $T$ contain only the first pixel. The wave $(1,0)$ fits both the support and the data, but from $x_0=(0,1)$ the distance is first 0, then 1, because truncation gives $x_1=0$.

Suppose error reduction is run on diffraction data with a unitary transform, fixed moduli $a_k\ge0$ and a fixed support, from a start in $S$. A misfit that grows beyond rounding error then points to a fault in the code. Other phase-retrieval algorithms can raise the misfit without any such fault.

```lean
/-- The step lengths of error reduction tend to zero. -/
theorem errorReduction_steps_tendsto (U : Wave n ≃ₗᵢ[ℂ] Wave n) {a : n → ℝ}
    (ha : ∀ k, 0 ≤ a k) (T : Finset n) {c : ℕ → n → ℂ} (hc : ∀ m k, ‖c m k‖ = 1)
    {x₀ : Wave n} (hx : x₀ ∈ supportSet T) :
    Tendsto (fun m => ‖errorReduction U a T c x₀ m - errorReduction U a T c x₀ (m + 1)‖)
      atTop (𝓝 0) := by
  -- the descent inequality telescopes
  have hsum : ∀ N, ∑ m ∈ Finset.range N,
      ‖errorReduction U a T c x₀ m - errorReduction U a T c x₀ (m + 1)‖ ^ 2
      + Metric.infDist (errorReduction U a T c x₀ N) (modulusSet U a) ^ 2
      ≤ Metric.infDist x₀ (modulusSet U a) ^ 2 := by
    intro N
    induction N with
    | zero => simp [errorReduction]
    | succ N ih =>
      have h := cycle_descent U ha T (hc N) (errorReduction_mem U a T c hx N)
      rw [Finset.sum_range_succ]
      simp only [errorReduction] at h ih ⊢
      linarith
  have hs := summable_of_sum_range_le (fun m => sq_nonneg
    ‖errorReduction U a T c x₀ m - errorReduction U a T c x₀ (m + 1)‖)
    (fun N => le_trans (le_add_of_nonneg_right (sq_nonneg _)) (hsum N))
  have ht := hs.tendsto_atTop_zero.sqrt
  simpa only [Real.sqrt_sq (norm_nonneg _), Real.sqrt_zero] using ht

end

end PhaseRetrieval
```

Adding the descent inequalities, by induction on $N$ (now the number of steps), gives
$$\sum_{m<N}\|x_m-x_{m+1}\|^2+d(x_N,M)^2\le d(x_0,M)^2.$$
The squared steps are therefore summable and tend to zero, and so do the steps. This leaves open whether the iterates converge, and the misfit may stall above zero.

```lean
#print axioms PhaseRetrieval.infDist_sq_eq_misfit
#print axioms PhaseRetrieval.errorReduction_antitone
#print axioms PhaseRetrieval.errorReduction_steps_tendsto
```

```
'PhaseRetrieval.infDist_sq_eq_misfit' depends on axioms: [propext, Classical.choice, Quot.sound]
'PhaseRetrieval.errorReduction_antitone' depends on axioms: [propext, Classical.choice, Quot.sound]
'PhaseRetrieval.errorReduction_steps_tendsto' depends on axioms: [propext, Classical.choice, Quot.sound]
```
